# A normalised orbital in the lowest Landau level has density at most $1/(2\pi\ell^2)$

Put an attractive point impurity of strength $\lambda>0$ at a point $w$ of a plane in a uniform magnetic field. An electron in a normalised state $\psi$ gains the energy $-\lambda|\psi(w)|^2$. In the lowest Landau level every state has the same kinetic energy, so kinetic energy does not oppose squeezing the electron onto the impurity. If $|\psi(w)|^2$ had no upper limit, the energy of the electron restricted to this level would have no lower limit.

There is a limit. For a single electron in this level, without interactions or mixing with higher levels, the impurity lowers the energy by at most $\lambda/(2\pi\ell^2)$, where $\ell=\sqrt{\hbar/(eB)}$ is the magnetic length for charge magnitude $e$ and field strength $B$.

## The bound from Cauchy's formula and a translation

Measure lengths in units of $\ell$ and write $z=x+iy$. In the symmetric gauge, with the field direction chosen so that $z$ and not $\bar z$ appears, an orbital of the lowest Landau level is $f(z)e^{-|z|^2/4}$ with $f$ entire. Its unnormalised density is $\rho_f(z)=|f(z)|^2e^{-|z|^2/2}$. The claim is that, whenever $\rho_f$ is integrable,
$$\rho_f(w)\le\frac1{2\pi}\int\rho_f(z)\,d^2z\qquad\text{for every } w.$$
For $f\neq0$, dividing by the integral gives the bound on the normalised density.

**On a circle.** Let $g$ be entire and $r>0$. Cauchy's formula gives $2\pi g(0)=\int_0^{2\pi}g(re^{i\theta})\,d\theta$, hence $2\pi|g(0)|\le\int_0^{2\pi}|g(re^{i\theta})|\,d\theta$. Since $(|g(re^{i\theta})|-|g(0)|)^2\ge0$,
$$\int_0^{2\pi}|g(re^{i\theta})|^2d\theta\ge2|g(0)|\int_0^{2\pi}|g(re^{i\theta})|\,d\theta-2\pi|g(0)|^2\ge2\pi|g(0)|^2.$$

**At the origin.** Multiply by $re^{-r^2/2}$ and integrate over $r$:
$$\int\rho_g\,d^2z\ge2\pi|g(0)|^2\int_0^\infty re^{-r^2/2}dr=2\pi\rho_g(0).$$

**At any point.** Set $g(u)=f(u+w)e^{-\bar wu/2}$, which is entire. Because $|u+w|^2=|u|^2+|w|^2+2\,\mathrm{Re}(\bar wu)$,
$$\rho_g(u)=|f(u+w)|^2e^{-\mathrm{Re}(\bar wu)-|u|^2/2}=e^{|w|^2/2}\rho_f(u+w).$$
The bound for $g$ at the origin, after cancelling $e^{|w|^2/2}$ and shifting the integration variable, is the claim for $f$ at $w$.

**Polynomials.** From $|z|^n\le n!\,e^{|z|}$ and $|z|\le2+|z|^2/8$, every polynomial satisfies $|p(z)|\le Ce^{|z|^2/8}$ for some constant $C$. Thus $\rho_p\le C^2e^{-|z|^2/4}$, which is integrable.

**Equality.** For $f(z)=e^{\bar wz/2}$ the density is $e^{|w|^2/2}e^{-|z-w|^2/2}$. Its value at $w$ is $e^{|w|^2/2}$ and its integral is $2\pi e^{|w|^2/2}$, so the normalised peak is exactly $1/(2\pi)$. The case $w=0$ is $f=1$.

**A smooth function that is not entire.** Real smoothness of $f$ is not enough. Take $f(z)=e^{-a|z|^2}$ with $a>0$. Then $\rho_f(0)=1$, while $\frac1{2\pi}\int\rho_f\,d^2z=\frac1{1+4a}<1$.

## Orbitals, coherent factors and translations in Lean

```lean
import Mathlib

open MeasureTheory
open scoped Real ComplexConjugate

namespace LowestLandauLevel

noncomputable section
```

The density is a function of the analytic factor `f` alone. Here `‖f z‖` is the complex modulus, and the magnetic length is fixed to one.

```lean
/-- Unnormalised density of `f(z) exp(-|z|²/4)`, which has the form of a lowest-Landau-level orbital
when `f` is entire, with magnetic length one. -/
def density (f : ℂ → ℂ) (z : ℂ) : ℝ := ‖f z‖ ^ 2 * Real.exp (-‖z‖ ^ 2 / 2)
```

The form $f(z)e^{-|z|^2/4}$ is taken as the definition of an orbital. Its derivation from the Landau Hamiltonian on an infinite plane in a uniform field is the step that links these theorems to an electron.

```lean
/-- Analytic factor `exp(conj(w) z / 2)` of the coherent state centred at `w`. -/
def coherent (w z : ℂ) : ℂ := Complex.exp (conj w * z / 2)
```

In textbooks a coherent state is usually the whole normalised wave function; `coherent` is only its analytic factor, without normalisation.

```lean
/-- Magnetic translation by `-w`, which brings the point `w` to the origin, acting on the analytic
factor of an orbital and written without its normalising constant. -/
def magTranslate (w : ℂ) (f : ℂ → ℂ) (u : ℂ) : ℂ := f (u + w) * coherent (-w) u
```

Likewise, `magTranslate` omits the constant $e^{-|w|^2/4}$ that would make the translation unitary. It brings the point `w` to the origin.

## From circles to the plane

`Differentiable ℂ g` says that $g$ is entire, and `circleMap 0 r θ` is $re^{i\theta}$.

```lean
/-- For an entire function, the integral of `|g|²` over the angle on a circle about the origin
is at least `2π |g(0)|²`. -/
theorem circle_bound {g : ℂ → ℂ} (hg : Differentiable ℂ g) {r : ℝ} (hr : 0 < r) :
    2 * π * ‖g 0‖ ^ 2 ≤ ∫ θ in (0 : ℝ)..2 * π, ‖g (circleMap 0 r θ)‖ ^ 2 := by
  have hc : Continuous fun θ => g (circleMap 0 r θ) :=
    hg.continuous.comp (continuous_circleMap 0 r)
  have hpi : (0 : ℝ) ≤ 2 * π := by positivity
  -- Cauchy's formula gives the mean value over the circle
  have h := (hg.differentiableOn (s := Metric.closedBall 0 r)).circleIntegral_sub_inv_smul
    (Metric.mem_ball_self hr)
  have e : (∮ z in C(0, r), (z - 0)⁻¹ • g z)
      = Complex.I * ∫ θ in (0 : ℝ)..2 * π, g (circleMap 0 r θ) := by
    rw [circleIntegral, ← intervalIntegral.integral_const_mul]
    apply intervalIntegral.integral_congr
    intro θ _
    have h0 : circleMap 0 r θ ≠ 0 := circleMap_ne_center hr.ne'
    simp only [deriv_circleMap, sub_zero, smul_eq_mul]
    field_simp
  have hm : ∫ θ in (0 : ℝ)..2 * π, g (circleMap 0 r θ) = ((2 * π : ℝ) : ℂ) * g 0 := by
    apply mul_left_cancel₀ Complex.I_ne_zero
    rw [← e, h, smul_eq_mul]
    push_cast
    ring
  have hn := intervalIntegral.norm_integral_le_integral_norm
    (f := fun θ => g (circleMap 0 r θ)) (μ := volume) hpi
  rw [hm, norm_mul, Complex.norm_real, Real.norm_of_nonneg hpi] at hn
  -- integrate `2ab - a² ≤ b²`
  have hmono : ∫ θ in (0 : ℝ)..2 * π, (2 * ‖g 0‖ * ‖g (circleMap 0 r θ)‖ - ‖g 0‖ ^ 2)
      ≤ ∫ θ in (0 : ℝ)..2 * π, ‖g (circleMap 0 r θ)‖ ^ 2 := by
    apply intervalIntegral.integral_mono_on hpi
    · exact ((continuous_const.mul hc.norm).sub continuous_const).intervalIntegrable _ _
    · exact (hc.norm.pow 2).intervalIntegrable _ _
    · intro θ _
      nlinarith [sq_nonneg (‖g (circleMap 0 r θ)‖ - ‖g 0‖)]
  have i1 : IntervalIntegrable (fun θ => 2 * ‖g 0‖ * ‖g (circleMap 0 r θ)‖) volume 0 (2 * π) :=
    (continuous_const.mul hc.norm).intervalIntegrable _ _
  have i2 : IntervalIntegrable (fun _ : ℝ => ‖g 0‖ ^ 2) volume 0 (2 * π) :=
    continuous_const.intervalIntegrable _ _
  rw [intervalIntegral.integral_sub i1 i2, intervalIntegral.integral_const_mul,
    intervalIntegral.integral_const, smul_eq_mul, sub_zero] at hmono
  nlinarith [mul_le_mul_of_nonneg_left hn (norm_nonneg (g 0))]
```

Cauchy's formula enters as `h`; `e` rewrites the contour integral as an angular one, and `hm` is the resulting mean value. The triangle inequality is `hn`, and `hmono` integrates the inequality obtained from the square. The last line combines them.

```lean
/-- The plane integral of a nonnegative continuous function is the radial integral of `r` times
its integral over the angle. -/
theorem lintegral_polar {F : ℂ → ℝ} (hF : Continuous F) (h0 : ∀ z, 0 ≤ F z) :
    ∫⁻ z, ENNReal.ofReal (F z) = ∫⁻ r in Set.Ioi (0 : ℝ),
      ENNReal.ofReal r * ENNReal.ofReal (∫ θ in (0 : ℝ)..2 * π, F (circleMap 0 r θ)) := by
  have hc : ∀ p : ℝ × ℝ, Complex.polarCoord.symm p = circleMap 0 p.1 p.2 := by
    intro p
    rw [Complex.polarCoord_symm_apply, circleMap, Complex.exp_mul_I]
    simp
  -- the angular integral over `(-π, π)` equals the one over a full period from `0`
  have hI : ∀ r : ℝ, ∫⁻ θ in Set.Ioo (-π) π, ENNReal.ofReal (F (circleMap 0 r θ))
      = ENNReal.ofReal (∫ θ in (0 : ℝ)..2 * π, F (circleMap 0 r θ)) := by
    intro r
    have hcont : Continuous fun θ => F (circleMap 0 r θ) := hF.comp (continuous_circleMap 0 r)
    have hper := ((periodic_circleMap 0 r).comp F).intervalIntegral_add_eq 0 (-π)
    rw [show -π + 2 * π = π by ring, zero_add] at hper
    rw [← ofReal_integral_eq_lintegral_ofReal
      ((hcont.integrableOn_Icc (a := -π) (b := π)).mono_set Set.Ioo_subset_Icc_self)
      (ae_of_all _ fun _ => h0 _), ← integral_Ioc_eq_integral_Ioo,
      ← intervalIntegral.integral_of_le (by linarith [Real.pi_pos])]
    exact congrArg ENNReal.ofReal hper.symm
  have hm : Continuous fun p : ℝ × ℝ => F (circleMap 0 p.1 p.2) :=
    hF.comp (by unfold circleMap; fun_prop)
  rw [← Complex.lintegral_comp_polarCoord_symm, polarCoord_target, Measure.volume_eq_prod,
    ← Measure.prod_restrict]
  simp only [hc, smul_eq_mul]
  have hp : AEMeasurable
      (fun p : ℝ × ℝ => ENNReal.ofReal p.1 * ENNReal.ofReal (F (circleMap 0 p.1 p.2)))
      ((volume.restrict (Set.Ioi 0)).prod (volume.restrict (Set.Ioo (-π) π))) :=
    (measurable_fst.ennreal_ofReal.mul hm.measurable.ennreal_ofReal).aemeasurable
  rw [lintegral_prod _ hp]
  refine lintegral_congr fun r => ?_
  exact (lintegral_const_mul' (ENNReal.ofReal r)
    (fun θ => ENNReal.ofReal (F (circleMap 0 r θ))) ENNReal.ofReal_ne_top).trans
    (congrArg (fun x => ENNReal.ofReal r * x) (hI r))
```

The symbol `∫⁻` denotes an integral with values in $[0,\infty]$, so no integrability is required here. Mathlib's polar angle runs over $(-\pi,\pi)$, and `hI` uses periodicity to move it to $(0,2\pi)$. Tonelli's theorem is `lintegral_prod`.

```lean
/-- For `b > 0` the Gaussian `exp(-b|z|²)` is integrable over the plane, with integral `π/b`. -/
theorem gaussian_plane {b : ℝ} (hb : 0 < b) :
    Integrable (fun z : ℂ => Real.exp (-b * ‖z‖ ^ 2)) ∧
      ∫ z : ℂ, Real.exp (-b * ‖z‖ ^ 2) = π / b := by
  have h : ∫ z : ℂ, Real.exp (-b * ‖z‖ ^ 2) = π / b := by
    rw [GaussianFourier.integral_rexp_neg_mul_sq_norm hb, Complex.finrank_real_complex]
    simp
  refine ⟨?_, h⟩
  by_contra hn
  have hpos : 0 < π / b := by positivity
  rw [← h, integral_undef hn] at hpos
  exact lt_irrefl _ hpos
```

Lean gives a non-integrable function the integral zero, so the positive value $\pi/b$ proves integrability. The same convention makes integrability a real hypothesis in the bounds below: $f(z)=e^{z^2/4}$ has density $e^{-y^2}$, and at the origin the inequality would read $1\le0$.

```lean
/-- For an entire `g` with integrable density, the density at the origin is at most `1/(2π)`
times the plane integral of the density. -/
theorem density_zero_le {g : ℂ → ℂ} (hg : Differentiable ℂ g) (hi : Integrable (density g)) :
    density g 0 ≤ 1 / (2 * π) * ∫ z, density g z := by
  have hcont : ∀ f : ℂ → ℂ, Continuous f → Continuous (density f) := fun f hf =>
    (hf.norm.pow 2).mul (Real.continuous_exp.comp ((continuous_norm.pow 2).neg.div_const 2))
  have hnn : ∀ (f : ℂ → ℂ) (z : ℂ), 0 ≤ density f z := fun f z => by
    unfold density; positivity
  have hd : density (fun _ => g 0) = fun z => ‖g 0‖ ^ 2 * Real.exp (-(1 / 2) * ‖z‖ ^ 2) := by
    funext z
    rw [density, show -‖z‖ ^ 2 / 2 = -(1 / 2) * ‖z‖ ^ 2 by ring]
  obtain ⟨hG, hGi⟩ := gaussian_plane (b := 1 / 2) (by norm_num)
  have hi0 : Integrable (density fun _ => g 0) := by
    rw [hd]
    exact hG.const_mul _
  -- compare `g` with the constant `g 0`, circle by circle
  have key : ∫⁻ z, ENNReal.ofReal (density (fun _ => g 0) z)
      ≤ ∫⁻ z, ENNReal.ofReal (density g z) := by
    rw [lintegral_polar (hcont _ continuous_const) (hnn _),
      lintegral_polar (hcont _ hg.continuous) (hnn _)]
    refine setLIntegral_mono' measurableSet_Ioi fun r hr => ?_
    refine mul_le_mul' le_rfl (ENNReal.ofReal_le_ofReal ?_)
    have h := mul_le_mul_of_nonneg_right (circle_bound hg hr) (Real.exp_pos (-|r| ^ 2 / 2)).le
    simp only [density, norm_circleMap_zero, intervalIntegral.integral_mul_const,
      intervalIntegral.integral_const, smul_eq_mul, sub_zero]
    linarith
  rw [← ofReal_integral_eq_lintegral_ofReal hi0 (ae_of_all _ (hnn _)),
    ← ofReal_integral_eq_lintegral_ofReal hi (ae_of_all _ (hnn _)),
    ENNReal.ofReal_le_ofReal_iff (integral_nonneg (hnn _)), hd, integral_const_mul, hGi] at key
  have h0 : density g 0 = ‖g 0‖ ^ 2 := by simp [density]
  rw [h0, one_div_mul_eq_div, le_div_iff₀ (by positivity)]
  calc ‖g 0‖ ^ 2 * (2 * π) = ‖g 0‖ ^ 2 * (π / (1 / 2)) := by ring
    _ ≤ _ := key
```

Instead of evaluating the radial integral, the proof compares $g$ with the constant function $g(0)$. In `key`, the circle bound is applied at each radius; the Gaussian integral with $b=1/2$ then supplies the factor $2\pi$.

## From the origin to every point

```lean
/-- The squared modulus of the coherent factor is the exponential of the scalar product of
`w` and `z` as plane vectors. -/
theorem norm_coherent_sq (w z : ℂ) :
    ‖coherent w z‖ ^ 2 = Real.exp (w.re * z.re + w.im * z.im) := by
  have h : conj w * z / 2 = ((1 / 2 : ℝ) : ℂ) * (conj w * z) := by
    push_cast
    ring
  rw [coherent, h, Complex.norm_exp, ← Real.exp_nat_mul]
  congr 1
  rw [Complex.re_ofReal_mul, Complex.mul_re, Complex.conj_re, Complex.conj_im]
  push_cast
  ring
```

The exponent is $\mathrm{Re}(\bar wz)$ written in real coordinates.

```lean
/-- The magnetic translation `magTranslate w` moves the density by `-w`, up to the constant factor
`exp(|w|²/2)`. -/
theorem density_magTranslate (w : ℂ) (f : ℂ → ℂ) (u : ℂ) :
    density (magTranslate w f) u = Real.exp (‖w‖ ^ 2 / 2) * density f (u + w) := by
  have he : Real.exp ((-w).re * u.re + (-w).im * u.im) * Real.exp (-‖u‖ ^ 2 / 2)
      = Real.exp (‖w‖ ^ 2 / 2) * Real.exp (-‖u + w‖ ^ 2 / 2) := by
    rw [← Real.exp_add, ← Real.exp_add]
    congr 1
    simp only [Complex.sq_norm, Complex.normSq_apply, Complex.add_re, Complex.add_im,
      Complex.neg_re, Complex.neg_im]
    ring
  rw [density, density, magTranslate, norm_mul, mul_pow, norm_coherent_sq]
  linear_combination ‖f (u + w)‖ ^ 2 * he
```

This is the identity for $\rho_g(u)$ above, with the completed square in `he`.

```lean
/-- Maximal density in the lowest Landau level: for an entire `f` with integrable density, the
density at any point is at most `1/(2π)` times its plane integral. -/
theorem density_le {f : ℂ → ℂ} (hf : Differentiable ℂ f) (hi : Integrable (density f)) (w : ℂ) :
    density f w ≤ 1 / (2 * π) * ∫ z, density f z := by
  have hd : density (magTranslate w f)
      = fun u => Real.exp (‖w‖ ^ 2 / 2) * density f (u + w) :=
    funext (density_magTranslate w f)
  have hg : Differentiable ℂ (magTranslate w f) := by
    change Differentiable ℂ fun u => f (u + w) * Complex.exp (conj (-w) * u / 2)
    exact (hf.comp (differentiable_id.add_const w)).mul
      ((differentiable_id.const_mul (conj (-w))).div_const 2).cexp
  -- move `w` to the origin and use the bound there
  have h := density_zero_le hg (by rw [hd]; exact (hi.comp_add_right w).const_mul _)
  rw [hd, integral_const_mul, integral_add_right_eq_self (density f) w] at h
  simp only [zero_add] at h
  exact le_of_mul_le_mul_left (by linarith) (Real.exp_pos (‖w‖ ^ 2 / 2))
```

This is the general bound, for every entire `f` with integrable density and every `w`. The proof checks that the translated function is entire and has integrable density, applies the bound at the origin, and cancels the positive exponential.

## Polynomials and the states that reach the bound

```lean
/-- The density of a polynomial orbital is integrable over the plane. -/
theorem integrable_polynomial (p : Polynomial ℂ) : Integrable (density fun z => p.eval z) := by
  -- a polynomial grows more slowly than `exp(|z|²/8)`
  have hb : ∃ C : ℝ, ∀ z : ℂ, ‖p.eval z‖ ≤ C * Real.exp (‖z‖ ^ 2 / 8) := by
    induction p using Polynomial.induction_on' with
    | add p q hp hq =>
      obtain ⟨C, hC⟩ := hp
      obtain ⟨D, hD⟩ := hq
      refine ⟨C + D, fun z => ?_⟩
      rw [Polynomial.eval_add, add_mul]
      exact (norm_add_le _ _).trans (add_le_add (hC z) (hD z))
    | monomial n a =>
      refine ⟨‖a‖ * (n.factorial * Real.exp 2), fun z => ?_⟩
      have h1 := Real.pow_div_factorial_le_exp ‖z‖ (norm_nonneg z) n
      rw [div_le_iff₀ (by positivity)] at h1
      have h2 : Real.exp ‖z‖ ≤ Real.exp 2 * Real.exp (‖z‖ ^ 2 / 8) := by
        rw [← Real.exp_add]
        exact Real.exp_le_exp.2 (by nlinarith [sq_nonneg (‖z‖ - 4)])
      have h3 := mul_le_mul_of_nonneg_right h2 (Nat.cast_nonneg (α := ℝ) n.factorial)
      rw [Polynomial.eval_monomial, norm_mul, norm_pow]
      calc ‖a‖ * ‖z‖ ^ n
          ≤ ‖a‖ * (Real.exp 2 * Real.exp (‖z‖ ^ 2 / 8) * n.factorial) :=
            mul_le_mul_of_nonneg_left (h1.trans h3) (norm_nonneg a)
        _ = _ := by ring
  obtain ⟨C, hC⟩ := hb
  have hcont : Continuous (density fun z => p.eval z) :=
    (p.continuous.norm.pow 2).mul
      (Real.continuous_exp.comp ((continuous_norm.pow 2).neg.div_const 2))
  refine ((gaussian_plane (b := 1 / 4) (by norm_num)).1.const_mul (C ^ 2)).mono'
    hcont.aestronglyMeasurable (ae_of_all _ fun z => ?_)
  have he : Real.exp (‖z‖ ^ 2 / 8) ^ 2 * Real.exp (-‖z‖ ^ 2 / 2)
      = Real.exp (-(1 / 4) * ‖z‖ ^ 2) := by
    rw [← Real.exp_nat_mul, ← Real.exp_add]
    congr 1
    push_cast
    ring
  rw [Real.norm_of_nonneg (by unfold density; positivity), density, ← he, ← mul_assoc, ← mul_pow]
  exact mul_le_mul_of_nonneg_right (pow_le_pow_left₀ (norm_nonneg _) (hC z) 2)
    (Real.exp_pos _).le
```

The growth estimate `hb` is proved by induction, from monomials to sums. The density is then dominated by a Gaussian with $b=1/4$.

```lean
/-- The coherent state centred at `w` has integrable density and attains the maximal density
`1/(2π)` times the plane integral at `w`. -/
theorem coherent_attains (w : ℂ) : Integrable (density (coherent w)) ∧
    density (coherent w) w = 1 / (2 * π) * ∫ z, density (coherent w) z := by
  have hd : density (coherent w)
      = fun z => Real.exp (‖w‖ ^ 2 / 2) * Real.exp (-(1 / 2) * ‖z - w‖ ^ 2) := by
    funext z
    rw [density, norm_coherent_sq, ← Real.exp_add, ← Real.exp_add]
    congr 1
    simp only [Complex.sq_norm, Complex.normSq_apply, Complex.sub_re, Complex.sub_im]
    ring
  obtain ⟨hG, hGi⟩ := gaussian_plane (b := 1 / 2) (by norm_num)
  rw [hd]
  refine ⟨(hG.comp_sub_right w).const_mul _, ?_⟩
  rw [integral_const_mul,
    integral_sub_right_eq_self (fun z : ℂ => Real.exp (-(1 / 2) * ‖z‖ ^ 2)) w, hGi]
  have hpi := Real.pi_ne_zero
  simp only [sub_self, norm_zero]
  norm_num
  field_simp
```

The coherent state's density is rewritten as a Gaussian centred at `w`, whose integral is unchanged by the shift. Equality therefore occurs at every point of the plane, with a different state for each.

```lean
/-- For every polynomial orbital the density at any point is at most `1/(2π)` times its plane
integral, and the constant polynomial `1` attains this bound at the origin. -/
theorem polynomial_density_le :
    (∀ (p : Polynomial ℂ) (w : ℂ), ‖p.eval w‖ ^ 2 * Real.exp (-‖w‖ ^ 2 / 2)
      ≤ 1 / (2 * π) * ∫ z : ℂ, ‖p.eval z‖ ^ 2 * Real.exp (-‖z‖ ^ 2 / 2)) ∧
    density (fun z => (1 : Polynomial ℂ).eval z) 0
      = 1 / (2 * π) * ∫ z, density (fun z => (1 : Polynomial ℂ).eval z) z := by
  refine ⟨fun p w => density_le p.differentiable (integrable_polynomial p) w, ?_⟩
  -- the constant `1` is the coherent state centred at the origin
  have h : (fun z => (1 : Polynomial ℂ).eval z) = coherent 0 := by
    funext z
    simp [coherent]
  rw [h]
  exact (coherent_attains 0).2

end

end LowestLandauLevel
```

The first part writes out the density for an arbitrary complex polynomial, including zero, for which both sides vanish. The second part identifies the constant polynomial `1` with `coherent 0` and gives equality at the origin.

```lean
#print axioms LowestLandauLevel.density_le
-- 'LowestLandauLevel.density_le' depends on axioms: [propext, Classical.choice, Quot.sound]
#print axioms LowestLandauLevel.polynomial_density_le
-- 'LowestLandauLevel.polynomial_density_le' depends on axioms: [propext, Classical.choice, Quot.sound]
```
